# Unique neutral electrode charges for a positive definite interaction matrix

Let A be a real symmetric positive definite matrix on a nonempty finite set of electrode sites, and b a vector of site potentials. Among charge vectors q with total zero, the energy qᵀAq/2 − bᵀq has exactly one minimiser:

q* = A⁻¹(b − c1), c = (1ᵀA⁻¹b)/(1ᵀA⁻¹1),

where 1 is the all-ones vector. In constant-potential molecular dynamics with a linear electrode model of finitely many sites, a positive definite A and the total electrode charge constrained to zero, this gives the electrode charges for one frozen electrolyte configuration. Without the neutrality constraint the minimiser is A⁻¹b instead.

The sites, indexed by `n`, include the atoms of all electrodes.

```lean
import Mathlib

open Matrix

namespace ConstantPotential

noncomputable section

variable {n : Type*} [Fintype n]
```

## Energy and neutrality

The entry Aᵢⱼ couples the charges on sites i and j, with the Coulomb constant absorbed. The component bᵢ is the applied potential minus the electrolyte's potential at site i. The energy is

E(q) = qᵀAq/2 − bᵀq.

In Lean, `⬝ᵥ` is the dot product and `*ᵥ` applies a matrix to a vector.

```lean
/-- The energy `qᵀ A q / 2 - bᵀ q` of electrode charges `q` with interaction matrix `A`
in the site potentials `b`. -/
def energy (A : Matrix n n ℝ) (b q : n → ℝ) : ℝ :=
  (q ⬝ᵥ A *ᵥ q) / 2 - b ⬝ᵥ q
```

Positive definiteness means that xᵀAx > 0 for every x ≠ 0: any charge pattern costs energy to assemble. This is assumed, not derived from a charge model. Point charges without self-energy or periodic images violate it, since their A has a zero diagonal. Over the reals, `A.PosDef` also contains the symmetry of A.

```lean
/-- A positive definite interaction matrix gives every nonzero charge vector a positive
value of `xᵀ A x`. -/
theorem self_energy_pos {A : Matrix n n ℝ} (hA : A.PosDef) {x : n → ℝ} (hx : x ≠ 0) :
    0 < x ⬝ᵥ A *ᵥ x := by
  simpa only [star_trivial] using hA.dotProduct_mulVec_pos hx
```

A uniform potential does no work on neutral charges. If ∑ᵢ qᵢ = 0, then

qᵀ(b − c1) = qᵀb − c ∑ᵢ qᵢ = bᵀq.

```lean
/-- Subtracting a uniform potential does not change the work done on charges with
total zero. -/
theorem neutral_dot {q : n → ℝ} (hq : ∑ i, q i = 0) (b : n → ℝ) (c : ℝ) :
    q ⬝ᵥ (b - c • (1 : n → ℝ)) = b ⬝ᵥ q := by
  have h : q ⬝ᵥ (1 : n → ℝ) = 0 := by simpa [dotProduct] using hq
  rw [dotProduct_sub, dotProduct_smul, h, smul_zero, sub_zero, dotProduct_comm]
```

## The shift that enforces neutrality

Setting the gradient of E parallel to 1 gives Aq = b − c1, hence q = A⁻¹(b − c1). Zero total charge then requires 1ᵀA⁻¹b = c 1ᵀA⁻¹1, which fixes c.

```lean
variable [DecidableEq n]

/-- The uniform potential shift `c = (1ᵀ A⁻¹ b) / (1ᵀ A⁻¹ 1)`, for invertible `A` with
`1ᵀ A⁻¹ 1 ≠ 0`. -/
def potentialShift (A : Matrix n n ℝ) (b : n → ℝ) : ℝ :=
  ((1 : n → ℝ) ⬝ᵥ A⁻¹ *ᵥ b) / ((1 : n → ℝ) ⬝ᵥ A⁻¹ *ᵥ (1 : n → ℝ))
```

The corresponding charges q* are named `electrodeCharges A b`.

```lean
/-- The constant-potential charges `A⁻¹ (b - c 1)`, with `c` the potential shift, for
invertible `A` with `1ᵀ A⁻¹ 1 ≠ 0`. -/
def electrodeCharges (A : Matrix n n ℝ) (b : n → ℝ) : n → ℝ :=
  A⁻¹ *ᵥ (b - potentialShift A b • (1 : n → ℝ))
```

The denominator of c is positive. Put u = A⁻¹1. Then Au = 1, and u ≠ 0 because 1 ≠ 0 on a nonempty set, so

1ᵀA⁻¹1 = 1ᵀu = uᵀAu > 0.

```lean
/-- For a positive definite interaction matrix on a nonempty set of sites, the total charge
`1ᵀ A⁻¹ 1` induced by a uniform unit potential is positive. -/
theorem total_response_pos [Nonempty n] {A : Matrix n n ℝ} (hA : A.PosDef) :
    0 < (1 : n → ℝ) ⬝ᵥ A⁻¹ *ᵥ (1 : n → ℝ) := by
  have hu : A *ᵥ (A⁻¹ *ᵥ (1 : n → ℝ)) = 1 := by
    rw [Matrix.mulVec_mulVec, Matrix.mul_nonsing_inv _ hA.det_pos.ne'.isUnit,
      Matrix.one_mulVec]
  have h0 : A⁻¹ *ᵥ (1 : n → ℝ) ≠ 0 := by
    intro h
    rw [h, Matrix.mulVec_zero] at hu
    obtain ⟨i⟩ := ‹Nonempty n›
    exact zero_ne_one (congrFun hu i)
  have h := self_energy_pos hA h0
  rw [hu, dotProduct_comm] at h
  exact h
```

The division is therefore legitimate, and the total charge is

1ᵀq* = 1ᵀA⁻¹b − c 1ᵀA⁻¹1 = 0.

```lean
/-- For a positive definite interaction matrix on a nonempty set of sites, the
constant-potential charges have total zero. -/
theorem electrodeCharges_neutral [Nonempty n] {A : Matrix n n ℝ} (hA : A.PosDef)
    (b : n → ℝ) : ∑ i, electrodeCharges A b i = 0 := by
  have h : (1 : n → ℝ) ⬝ᵥ electrodeCharges A b = 0 := by
    unfold electrodeCharges
    rw [Matrix.mulVec_sub, Matrix.mulVec_smul, dotProduct_sub, dotProduct_smul, smul_eq_mul]
    unfold potentialShift
    rw [div_mul_cancel₀ _ (total_response_pos hA).ne', sub_self]
  simpa [dotProduct] using h
```

Multiplying q* by A gives the potential that the charges generate:

Aq* = AA⁻¹(b − c1) = b − c1.

```lean
/-- For a positive definite interaction matrix, the constant-potential charges generate the
prescribed site potentials up to the uniform shift: `A q = b - c 1`. -/
theorem electrodeCharges_potential {A : Matrix n n ℝ} (hA : A.PosDef) (b : n → ℝ) :
    A *ᵥ electrodeCharges A b = b - potentialShift A b • (1 : n → ℝ) := by
  unfold electrodeCharges
  rw [Matrix.mulVec_mulVec, Matrix.mul_nonsing_inv _ hA.det_pos.ne'.isUnit,
    Matrix.one_mulVec]
```

## Completing the square

Let q be neutral. Since a uniform potential does no work on q or q*,

qᵀAq* = bᵀq, q*ᵀAq* = bᵀq*.

Symmetry gives q*ᵀAq = qᵀAq*, so

(q − q*)ᵀA(q − q*)/2 = qᵀAq/2 − qᵀAq* + q*ᵀAq*/2
= qᵀAq/2 − bᵀq + bᵀq* − q*ᵀAq*/2
= E(q) − E(q*).

The Lean proof calls q* `p` and names the three identities `h1`, `h2` and `hs`. The tactic on which it turns is `linear_combination h1 - h2 + hs / 2`. It subtracts this combination of equations from the goal and leaves an identity for `ring`, which treats each dot product as a single number. The matrix algebra has to be supplied beforehand, by expanding the products and proving `hs`.

```lean
/-- For a positive definite interaction matrix on a nonempty set of sites, the energy of
neutral charges `q` exceeds that of the constant-potential charges `p` by
`(q - p)ᵀ A (q - p) / 2`. -/
theorem energy_gap [Nonempty n] {A : Matrix n n ℝ} (hA : A.PosDef) (b : n → ℝ)
    {q : n → ℝ} (hq : ∑ i, q i = 0) :
    energy A b q - energy A b (electrodeCharges A b) =
      ((q - electrodeCharges A b) ⬝ᵥ A *ᵥ (q - electrodeCharges A b)) / 2 := by
  have hp := electrodeCharges_neutral hA b
  have hAp := electrodeCharges_potential hA b
  generalize electrodeCharges A b = p at hp hAp ⊢
  -- the work of the potential of `p` on neutral charges is the work of `b`
  have h1 : q ⬝ᵥ A *ᵥ p = b ⬝ᵥ q := by rw [hAp, neutral_dot hq]
  have h2 : p ⬝ᵥ A *ᵥ p = b ⬝ᵥ p := by rw [hAp, neutral_dot hp]
  -- reciprocity of the interaction
  have hT : Aᵀ = A := by
    rw [← Matrix.conjTranspose_eq_transpose_of_trivial]
    exact hA.isHermitian
  have hs : p ⬝ᵥ A *ᵥ q = q ⬝ᵥ A *ᵥ p := by
    calc p ⬝ᵥ A *ᵥ q = (p ᵥ* A) ⬝ᵥ q := Matrix.dotProduct_mulVec p A q
      _ = (Aᵀ *ᵥ p) ⬝ᵥ q := by rw [Matrix.mulVec_transpose]
      _ = q ⬝ᵥ A *ᵥ p := by rw [hT, dotProduct_comm]
  unfold energy
  rw [Matrix.mulVec_sub, dotProduct_sub, sub_dotProduct, sub_dotProduct]
  linear_combination h1 - h2 + hs / 2
```

The gap is positive unless q = q*, so q* is a minimiser and no other neutral vector can be one. The theorem puts this as an equivalence: q is neutral and has energy no higher than any neutral competitor if and only if q = q*.

```lean
/-- For a positive definite interaction matrix on a nonempty set of sites, charges minimise
the energy among all charges with total zero if and only if they are `A⁻¹ (b - c 1)` with
`c = (1ᵀ A⁻¹ b) / (1ᵀ A⁻¹ 1)`. -/
theorem neutral_minimizer_iff [Nonempty n] {A : Matrix n n ℝ} (hA : A.PosDef)
    (b q : n → ℝ) :
    (∑ i, q i = 0 ∧ ∀ p : n → ℝ, ∑ i, p i = 0 → energy A b q ≤ energy A b p) ↔
      q = electrodeCharges A b := by
  constructor
  · rintro ⟨hq, hmin⟩
    by_contra hne
    -- a different neutral minimiser would lie strictly higher
    have hpos := self_energy_pos hA (sub_ne_zero.mpr hne)
    have hgap := energy_gap hA b hq
    have hle := hmin _ (electrodeCharges_neutral hA b)
    linarith
  · rintro rfl
    refine ⟨electrodeCharges_neutral hA b, fun p hp => ?_⟩
    have hgap := energy_gap hA b hp
    by_cases h : p = electrodeCharges A b
    · rw [h]
    · have hpos := self_energy_pos hA (sub_ne_zero.mpr h)
      linarith
```

With a single site, neutrality forces q* = 0, and indeed c = b. With two sites, write q = (x, −x). The minimum is at

x = (b₁ − b₂)/(A₁₁ + A₂₂ − 2A₁₂),

a capacitor charged by the potential difference.

## Equipotential condition and response to voltage

Minimisation can be replaced by a condition on the potential. Suppose q is neutral and Aq = b − μ1 for some number μ. Then x = q − q* is neutral and Ax = (c − μ)1, so xᵀAx = 0 and x = 0.

```lean
/-- For a positive definite interaction matrix on a nonempty set of sites, the
constant-potential charges are the only neutral charges whose potential `A q` differs from
`b` by a uniform amount. -/
theorem equipotential_iff [Nonempty n] {A : Matrix n n ℝ} (hA : A.PosDef) (b q : n → ℝ) :
    (∑ i, q i = 0 ∧ ∃ μ : ℝ, A *ᵥ q = b - μ • (1 : n → ℝ)) ↔
      q = electrodeCharges A b := by
  constructor
  · rintro ⟨hq, μ, hμ⟩
    by_contra hne
    have hpos := self_energy_pos hA (sub_ne_zero.mpr hne)
    have hd : ∑ i, (q - electrodeCharges A b) i = 0 := by
      simp only [Pi.sub_apply, Finset.sum_sub_distrib, hq, electrodeCharges_neutral hA b,
        sub_self]
    -- both potentials do the same work on the neutral difference
    rw [Matrix.mulVec_sub, dotProduct_sub, hμ, electrodeCharges_potential hA b,
      neutral_dot hd, neutral_dot hd, sub_self] at hpos
    exact lt_irrefl _ hpos
  · rintro rfl
    exact ⟨electrodeCharges_neutral hA b, _, electrodeCharges_potential hA b⟩
```

Now add s1 to b, and let c′ be the new shift. The new charges are neutral and generate b − (c′ − s)1, so by the previous result they are the old ones. Only potential differences matter.

```lean
/-- For a positive definite interaction matrix on a nonempty set of sites, adding a uniform
potential to all sites leaves the constant-potential charges unchanged. -/
theorem electrodeCharges_add_uniform [Nonempty n] {A : Matrix n n ℝ} (hA : A.PosDef)
    (b : n → ℝ) (s : ℝ) :
    electrodeCharges A (b + s • (1 : n → ℝ)) = electrodeCharges A b := by
  refine (equipotential_iff hA b _).mp ⟨electrodeCharges_neutral hA _,
    potentialShift A (b + s • (1 : n → ℝ)) - s, ?_⟩
  rw [electrodeCharges_potential hA]
  module
```

Finally, change b by a non-uniform d, and let δq be the change in the charges. It is neutral, and with c′ again the new shift,

Aδq = d − (c′ − c)1.

If δq were zero, d would be uniform. Hence δq ≠ 0 and

dᵀδq = δqᵀAδq > 0.

When d equals a voltage V ≠ 0 on one of two electrodes and zero on the other, this reads V δQ > 0, with δQ the charge gained by the first. The capacitance is positive at fixed electrolyte configuration; thermal averaging over the electrolyte is not treated.

```lean
/-- For a positive definite interaction matrix on a nonempty set of sites, a non-uniform
change `d` of the site potentials changes the constant-potential charges by an amount `δq`
with `dᵀ δq > 0`. -/
theorem capacitance_pos [Nonempty n] {A : Matrix n n ℝ} (hA : A.PosDef) (b d : n → ℝ)
    (hd : ∀ s : ℝ, d ≠ s • (1 : n → ℝ)) :
    0 < d ⬝ᵥ (electrodeCharges A (b + d) - electrodeCharges A b) := by
  have hsum : ∑ i, (electrodeCharges A (b + d) - electrodeCharges A b) i = 0 := by
    simp only [Pi.sub_apply, Finset.sum_sub_distrib, electrodeCharges_neutral hA, sub_self]
  have hpot : A *ᵥ (electrodeCharges A (b + d) - electrodeCharges A b) =
      d - (potentialShift A (b + d) - potentialShift A b) • (1 : n → ℝ) := by
    rw [Matrix.mulVec_sub, electrodeCharges_potential hA, electrodeCharges_potential hA]
    module
  -- a vanishing charge response would force `d` to be uniform
  have hne : electrodeCharges A (b + d) - electrodeCharges A b ≠ 0 := by
    intro h
    rw [h, Matrix.mulVec_zero] at hpot
    exact hd _ (sub_eq_zero.mp hpot.symm)
  have hpos := self_energy_pos hA hne
  rw [hpot, neutral_dot hsum] at hpos
  exact hpos

end

end ConstantPotential
```

```lean
#print axioms ConstantPotential.electrodeCharges_neutral
#print axioms ConstantPotential.neutral_minimizer_iff
#print axioms ConstantPotential.electrodeCharges_add_uniform
#print axioms ConstantPotential.capacitance_pos
```

```
'ConstantPotential.electrodeCharges_neutral' depends on axioms: [propext, Classical.choice, Quot.sound]
'ConstantPotential.neutral_minimizer_iff' depends on axioms: [propext, Classical.choice, Quot.sound]
'ConstantPotential.electrodeCharges_add_uniform' depends on axioms: [propext, Classical.choice, Quot.sound]
'ConstantPotential.capacitance_pos' depends on axioms: [propext, Classical.choice, Quot.sound]
```
